# Phases on three spinors can make their overlaps real exactly when the scalar spin chirality vanishes

## Spinors as the given data

A spin direction fixes a unit spinor only up to a phase, so a statement about phases must say which of the two is given. Here the spinors $u_0,u_1,u_2\in\mathbb C^2$ are given, and the spin vectors are computed from them as expectation values of the Pauli matrices,
$$n_i^k=\langle u_i,\sigma_k u_i\rangle ,\qquad \langle u,v\rangle=\bar u^{\,0}v^0+\bar u^{\,1}v^1 ,$$
where upper indices label components. The vector $n_i$ has length $\|u_i\|^2$, which is 1 for a unit spinor. There is no factor $\hbar/2$.

The physical picture is an electron hopping between three sites, each with a fixed magnetic moment and one orbital. The coupling to the moments is so strong that the electron's spin on site $i$ is always the unit spinor $u_i$. Without spin-orbit coupling the original hopping $t_{ij}$ is taken real and independent of spin. Projected onto the local spinors it becomes
$$H_{ij}=t_{ij}\langle u_i,u_j\rangle .$$

The overlaps can be complex although $t$ is real. For this non-interacting electron on a single triangle, they can act like a magnetic flux without any spin-orbit coupling. The flux is the phase of $H_{01}H_{12}H_{20}$ when this product is nonzero. In this convention a negative product $t_{01}t_{12}t_{20}$ contributes $\pi$ by itself, even when the spins are parallel.

## Chirality, loop product and gauge

Define the loop product and the scalar spin chirality by
$$L=\langle u_0,u_1\rangle\langle u_1,u_2\rangle\langle u_2,u_0\rangle,\qquad \chi=n_0\cdot(n_1\times n_2).$$
In the file these are `loop u` and `chirality u`. The three overlaps, in the order written, are `bond u 0`, `bond u 1` and `bond u 2`. A change of phases $u_i\mapsto z_iu_i$ is `regauge z u`, with the condition $|z_i|=1$ stated separately as `∀ i, ‖z i‖ = 1`.

The theorems say the following.

- `loop_im`: $\operatorname{Im}L=\chi/4$.
- `loop_regauge`: $L$ is unchanged by phases.
- `real_gauge_iff`: phases making all three overlaps real exist if and only if $\chi=0$.
- `hopping_real_of_coplanar`: if $\chi=0$, there is a diagonal matrix $D$ of phases such that every entry of $D^\dagger HD$ is real.
- `planar120_flux`: for three particular unit spinors with coplanar spins at 120°, $\chi=0$ and $L=-1/8$ in every gauge.

Coplanar means that the three spin vectors lie in one plane through the origin. None of the general theorems assumes normalisation. For nonzero spinors, dividing $L$ by $\|u_0\|^2\|u_1\|^2\|u_2\|^2$ gives the relation for unit spin vectors. The matrix `t` is real but need not be symmetric; symmetry is what makes $H$ Hermitian.

A real matrix can still carry flux $\pi$, as the last theorem shows for positive $t_{ij}$. Zero chirality therefore removes complex hopping, but not necessarily a sign. The statements concern one triangle with frozen moments and do not say whether the phases chosen for it also suit neighbouring triangles.

## The imaginary part from three projectors

Write $P_i=u_iu_i^\dagger$ and $s_i=\|u_i\|^2$. Since $\operatorname{Tr}P_i=s_i$ and $\operatorname{Tr}(P_i\sigma_k)=n_i^k$, expansion in the identity and the Pauli matrices gives
$$P_i=\tfrac12(s_i+n_i\cdot\sigma).$$
The loop product is a trace, $L=\operatorname{Tr}(P_0P_1P_2)$. A single Pauli matrix has trace zero, while
$$\operatorname{Tr}(\sigma_a\sigma_b)=2\delta_{ab},\qquad \operatorname{Tr}(\sigma_a\sigma_b\sigma_c)=2i\varepsilon_{abc}.$$
Multiplying out the three factors,
$$L=\tfrac14\left[s_0s_1s_2+s_0\,n_1\cdot n_2+s_1\,n_2\cdot n_0+s_2\,n_0\cdot n_1+i\,n_0\cdot(n_1\times n_2)\right].$$
Everything except the last term is real, so $\operatorname{Im}L=\chi/4$.

## Choosing the phases

Call the three overlaps $b_0,b_1,b_2$. Under a change of phases they become
$$b_0'=\bar z_0z_1b_0,\qquad b_1'=\bar z_1z_2b_1,\qquad b_2'=\bar z_2z_0b_2 .$$
In the product each $z_i$ meets its conjugate, and $\bar z_iz_i=1$. Hence $L'=L$.

If all three $b_i'$ are real, then $L=L'$ is real and $\chi=4\operatorname{Im}L=0$.

Conversely, let $\chi=0$, so that $L$ is real. Choose phases $\alpha,\beta,\gamma$ with
$$\alpha b_0=|b_0|,\qquad \beta b_1=|b_1|,\qquad \gamma b_2=|b_2| .$$
For a nonzero number $w$ the required phase is $\bar w/|w|$; for $w=0$ take 1. There are three cases.

1. If $b_0=0$, take $z=(\gamma,\bar\beta,1)$. Then $b_0'=0$, $b_1'=|b_1|$ and $b_2'=|b_2|$.
2. If $b_0\neq0$ and $b_2=0$, take $z=(1,\alpha,\alpha\beta)$. Then $b_0'=|b_0|$, $b_1'=\bar\alpha\alpha\beta b_1=|b_1|$ and $b_2'=0$.
3. If $b_0$ and $b_2$ are both nonzero, take $z=(1,\alpha,\bar\gamma)$. Then $b_0'=|b_0|$ and $b_2'=|b_2|$. Gauge invariance gives $|b_0|\,b_1'\,|b_2|=L$, so $b_1'$ is real.

For the hopping matrix put $D=\operatorname{diag}(z_0,z_1,z_2)$ with these phases. Then
$$(D^\dagger HD)_{ij}=\bar z_i\,t_{ij}\langle u_i,u_j\rangle z_j=t_{ij}\langle z_iu_i,z_ju_j\rangle .$$
The three bonds are real by construction, the reversed bonds are their conjugates, and a diagonal overlap is a squared norm. Every entry is therefore real.

## The sign that remains at 120 degrees

Take
$$u_0=(1,0),\qquad u_1=\left(\tfrac12,\tfrac{\sqrt3}2\right),\qquad u_2=\left(-\tfrac12,\tfrac{\sqrt3}2\right).$$
These unit spinors have spins in the $xz$ plane at 120° to each other. Their overlaps are
$$b_0=\tfrac12,\qquad b_1=-\tfrac14+\tfrac34=\tfrac12,\qquad b_2=-\tfrac12 ,$$
so $L=-1/8$ and $\chi=0$. Since $L$ does not depend on the gauge, the negative sign can be moved from one bond to another but not removed.

The same choice of phases gives a neighbouring result: all three overlaps can be made non-negative exactly when $L$ is real and $L\ge0$. In case 3 the last overlap is $L/(|b_0||b_2|)$, and in the other two cases all the new overlaps are already non-negative. This criterion is an addition to the theorems in the file.

## Spins along three perpendicular axes

Without any condition on the spins, `hopping_real_of_coplanar` would be false. Take
$$u_0=\tfrac1{\sqrt2}(1,1),\qquad u_1=\tfrac1{\sqrt2}(1,i),\qquad u_2=(1,0),$$
with spins along $x$, $y$ and $z$, and let every $t_{ij}=1$. Then $\chi=1$ and
$$L=\tfrac{1+i}2\cdot\tfrac1{\sqrt2}\cdot\tfrac1{\sqrt2}=\tfrac{1+i}4 .$$
In every gauge the product of the three hopping entries around the triangle is this complex number, so they are never all real. The example does not make $\chi=0$ necessary for every $t$: if $t_{01}=t_{10}=0$, the two remaining bonds can be made real for any spins.

## The Lean file

```lean
import Mathlib

open Matrix ComplexConjugate

namespace ScalarSpinChirality

noncomputable section

/-- The overlap `⟨u, v⟩` of two spinors, conjugate-linear in the first. -/
def overlap (u v : Fin 2 → ℂ) : ℂ := star u ⬝ᵥ v

/-- The three Pauli matrices. -/
def pauli : Fin 3 → Matrix (Fin 2) (Fin 2) ℂ :=
  ![!![0, 1; 1, 0], !![0, -Complex.I; Complex.I, 0], !![1, 0; 0, -1]]

/-- The spin vector of a spinor: the expectation values of the Pauli matrices. -/
def spin (u : Fin 2 → ℂ) : Fin 3 → ℝ := fun k => (star u ⬝ᵥ (pauli k *ᵥ u)).re

/-- The scalar spin chirality `n₀ · (n₁ × n₂)` of the spins on a triangle. -/
def chirality (u : Fin 3 → Fin 2 → ℂ) : ℝ :=
  spin (u 0) ⬝ᵥ (spin (u 1) ⨯₃ spin (u 2))

/-- The overlaps on the three bonds of the triangle, taken in cyclic order. -/
def bond (u : Fin 3 → Fin 2 → ℂ) : Fin 3 → ℂ :=
  ![overlap (u 0) (u 1), overlap (u 1) (u 2), overlap (u 2) (u 0)]

/-- The product of the three overlaps around the triangle. -/
def loop (u : Fin 3 → Fin 2 → ℂ) : ℂ := bond u 0 * bond u 1 * bond u 2

/-- The spinors after multiplication by a factor `z i` on each site. -/
def regauge (z : Fin 3 → ℂ) (u : Fin 3 → Fin 2 → ℂ) : Fin 3 → Fin 2 → ℂ :=
  fun i => z i • u i

/-- Spin-independent real hopping `t` projected onto the local spinors. -/
def hopping (t : Matrix (Fin 3) (Fin 3) ℝ) (u : Fin 3 → Fin 2 → ℂ) :
    Matrix (Fin 3) (Fin 3) ℂ :=
  Matrix.of fun i j => (t i j : ℂ) * overlap (u i) (u j)

/-- The overlap written out in spinor components. -/
theorem overlap_eq (u v : Fin 2 → ℂ) :
    overlap u v = conj (u 0) * v 0 + conj (u 1) * v 1 := by
  simp [overlap, dotProduct, Fin.sum_univ_two]

/-- The imaginary part of the loop product is a quarter of the scalar spin chirality. -/
theorem loop_im (u : Fin 3 → Fin 2 → ℂ) : (loop u).im = chirality u / 4 := by
  -- the spin vector in real components
  have hs : ∀ v : Fin 2 → ℂ, spin v =
      ![2 * ((v 0).re * (v 1).re + (v 0).im * (v 1).im),
        2 * ((v 0).re * (v 1).im - (v 0).im * (v 1).re),
        (v 0).re ^ 2 + (v 0).im ^ 2 - (v 1).re ^ 2 - (v 1).im ^ 2] := by
    intro v
    ext k
    fin_cases k <;>
      simp [spin, pauli, dotProduct, Matrix.mulVec, Fin.sum_univ_two] <;> ring
  rw [chirality, hs, hs, hs, cross_apply]
  simp [loop, bond, overlap_eq, dotProduct, Fin.sum_univ_three]
  ring

/-- Factors on two spinors multiply their overlap, the first one conjugated. -/
theorem overlap_smul (p q : ℂ) (u v : Fin 2 → ℂ) :
    overlap (p • u) (q • v) = conj p * q * overlap u v := by
  simp only [overlap_eq, Pi.smul_apply, smul_eq_mul, map_mul]
  ring

/-- The change of the three bond overlaps under factors on the sites. -/
theorem bond_regauge (z : Fin 3 → ℂ) (u : Fin 3 → Fin 2 → ℂ) :
    bond (regauge z u) 0 = conj (z 0) * z 1 * bond u 0 ∧
    bond (regauge z u) 1 = conj (z 1) * z 2 * bond u 1 ∧
    bond (regauge z u) 2 = conj (z 2) * z 0 * bond u 2 :=
  ⟨overlap_smul _ _ _ _, overlap_smul _ _ _ _, overlap_smul _ _ _ _⟩

/-- The loop product does not change when the spinors are multiplied by phases. -/
theorem loop_regauge (z : Fin 3 → ℂ) (u : Fin 3 → Fin 2 → ℂ) (hz : ∀ i, ‖z i‖ = 1) :
    loop (regauge z u) = loop u := by
  have h : ∀ i, conj (z i) * z i = 1 := fun i => by
    rw [Complex.conj_mul', hz i]; simp
  obtain ⟨e0, e1, e2⟩ := bond_regauge z u
  calc loop (regauge z u)
      = (conj (z 0) * z 0) * (conj (z 1) * z 1) * (conj (z 2) * z 2) * loop u := by
        rw [loop, e0, e1, e2, loop]; ring
    _ = loop u := by rw [h 0, h 1, h 2]; ring

/-- Phases making all three overlaps real exist exactly when the scalar spin chirality
vanishes. -/
theorem real_gauge_iff (u : Fin 3 → Fin 2 → ℂ) :
    (∃ z : Fin 3 → ℂ, (∀ i, ‖z i‖ = 1) ∧ ∀ i, (bond (regauge z u) i).im = 0) ↔
      chirality u = 0 := by
  constructor
  · rintro ⟨z, hz, h⟩
    have h1 : (loop (regauge z u)).im = 0 := by
      simp [loop, Complex.mul_im, Complex.mul_re, h 0, h 1, h 2]
    rw [loop_regauge z u hz, loop_im] at h1
    linarith
  intro hu
  have him : (loop u).im = 0 := by rw [loop_im, hu, zero_div]
  suffices key : ∃ z : Fin 3 → ℂ, (∀ i, ‖z i‖ = 1) ∧ (bond (regauge z u) 0).im = 0 ∧
      (bond (regauge z u) 1).im = 0 ∧ (bond (regauge z u) 2).im = 0 by
    obtain ⟨z, hz, h0, h1, h2⟩ := key
    refine ⟨z, hz, fun i => ?_⟩
    fin_cases i
    exacts [h0, h1, h2]
  have phase : ∀ w : ℂ, ∃ p : ℂ, ‖p‖ = 1 ∧ p * w = (‖w‖ : ℂ) := by
    intro w
    by_cases hw : w = 0
    · exact ⟨1, by simp, by simp [hw]⟩
    · have hn : (‖w‖ : ℂ) ≠ 0 := by simpa using hw
      refine ⟨conj w / (‖w‖ : ℂ), by simp [hw], ?_⟩
      rw [div_mul_eq_mul_div, Complex.conj_mul', sq, mul_div_assoc, div_self hn, mul_one]
  have real : ∀ (w : ℂ) (r : ℝ), w = (r : ℂ) → w.im = 0 := by
    rintro w r rfl
    exact Complex.ofReal_im r
  obtain ⟨α, nα, hα⟩ := phase (bond u 0)
  obtain ⟨β, nβ, hβ⟩ := phase (bond u 1)
  obtain ⟨γ, nγ, hγ⟩ := phase (bond u 2)
  by_cases ha : bond u 0 = 0
  · -- an open chain: the two remaining bonds are fixed independently
    obtain ⟨e0, e1, e2⟩ := bond_regauge ![γ, conj β, 1] u
    refine ⟨![γ, conj β, 1], ?_, ?_, real _ ‖bond u 1‖ ?_, real _ ‖bond u 2‖ ?_⟩
    · intro i; fin_cases i <;> simp [nβ, nγ]
    · rw [e0, ha]; simp
    · rw [e1]; simpa using hβ
    · rw [e2]; simpa using hγ
  by_cases hc : bond u 2 = 0
  · obtain ⟨e0, e1, e2⟩ := bond_regauge ![1, α, α * β] u
    have uα : conj α * α = 1 := by rw [Complex.conj_mul', nα]; simp
    refine ⟨![1, α, α * β], ?_, real _ ‖bond u 0‖ ?_, real _ ‖bond u 1‖ ?_, ?_⟩
    · intro i; fin_cases i <;> simp [nα, nβ]
    · rw [e0]; simpa using hα
    · rw [e1]
      change conj α * (α * β) * bond u 1 = _
      linear_combination (β * bond u 1) * uα + hβ
    · rw [e2, hc]; simp
  -- the closed loop: the last bond is real because the loop product is
  obtain ⟨e0, -, e2⟩ := bond_regauge ![1, α, conj γ] u
  have hz : ∀ i, ‖(![1, α, conj γ] : Fin 3 → ℂ) i‖ = 1 := by
    intro i; fin_cases i <;> simp [nα, nγ]
  have f0 : bond (regauge ![1, α, conj γ] u) 0 = (‖bond u 0‖ : ℂ) := by
    rw [e0]; simpa using hα
  have f2 : bond (regauge ![1, α, conj γ] u) 2 = (‖bond u 2‖ : ℂ) := by
    rw [e2]; simpa using hγ
  refine ⟨![1, α, conj γ], hz, real _ _ f0, ?_, real _ _ f2⟩
  have hl : bond (regauge ![1, α, conj γ] u) 0 * bond (regauge ![1, α, conj γ] u) 1 *
      bond (regauge ![1, α, conj γ] u) 2 = loop u := loop_regauge _ u hz
  rw [f0, f2] at hl
  simpa [him, ha, hc] using congrArg Complex.im hl

/-- For spins of zero chirality, a diagonal matrix of phases makes every entry of the
projected hopping matrix real. -/
theorem hopping_real_of_coplanar (t : Matrix (Fin 3) (Fin 3) ℝ) (u : Fin 3 → Fin 2 → ℂ)
    (hu : chirality u = 0) :
    ∃ z : Fin 3 → ℂ, (∀ i, ‖z i‖ = 1) ∧
      ∀ i j, (((diagonal z)ᴴ * hopping t u * diagonal z) i j).im = 0 := by
  obtain ⟨z, hz, h⟩ := (real_gauge_iff u).2 hu
  have swap : ∀ i j, (overlap (regauge z u j) (regauge z u i)).im =
      -(overlap (regauge z u i) (regauge z u j)).im := by
    intro i j
    simp only [overlap_eq, Complex.add_im, Complex.mul_im, Complex.conj_re, Complex.conj_im]
    ring
  have h0 : (overlap (regauge z u 0) (regauge z u 1)).im = 0 := h 0
  have h1 : (overlap (regauge z u 1) (regauge z u 2)).im = 0 := h 1
  have h2 : (overlap (regauge z u 2) (regauge z u 0)).im = 0 := h 2
  -- reversed bonds and diagonal entries are real as well
  have all : ∀ i j : Fin 3, (overlap (regauge z u i) (regauge z u j)).im = 0 := fun i j =>
    match i, j with
    | 0, 0 => by linarith [swap 0 0]
    | 1, 1 => by linarith [swap 1 1]
    | 2, 2 => by linarith [swap 2 2]
    | 0, 1 => h0
    | 1, 2 => h1
    | 2, 0 => h2
    | 1, 0 => by linarith [swap 0 1]
    | 2, 1 => by linarith [swap 1 2]
    | 0, 2 => by linarith [swap 2 0]
  refine ⟨z, hz, fun i j => ?_⟩
  rw [Matrix.diagonal_conjTranspose, Matrix.mul_diagonal, Matrix.diagonal_mul]
  change (conj (z i) * ((t i j : ℂ) * overlap (u i) (u j)) * z j).im = 0
  have e : conj (z i) * ((t i j : ℂ) * overlap (u i) (u j)) * z j =
      (t i j : ℂ) * overlap (z i • u i) (z j • u j) := by
    rw [overlap_smul]; ring
  rw [e, Complex.mul_im, Complex.ofReal_im,
    show (overlap (z i • u i) (z j • u j)).im = 0 from all i j]
  ring

/-- Three unit spinors whose spins lie in the xz plane at 120 degrees to each other. -/
def planar120 : Fin 3 → Fin 2 → ℂ :=
  ![![1, 0], ![1 / 2, (Real.sqrt 3 : ℂ) / 2], ![-1 / 2, (Real.sqrt 3 : ℂ) / 2]]

/-- The 120-degree spins have zero chirality, yet their loop product is `-1/8` for every choice of
phases. -/
theorem planar120_flux :
    chirality planar120 = 0 ∧ ∀ z : Fin 3 → ℂ, (∀ i, ‖z i‖ = 1) →
      loop (regauge z planar120) = ((-1 / 8 : ℝ) : ℂ) := by
  have hs : (Real.sqrt 3 : ℂ) ^ 2 = 3 := by
    rw [← Complex.ofReal_pow, Real.sq_sqrt (by norm_num)]; norm_num
  have c2 : conj (2 : ℂ) = 2 := Complex.ext (by simp) (by simp)
  have b0 : bond planar120 0 = 1 / 2 := by simp [bond, overlap_eq, planar120]
  have b1 : bond planar120 1 = 1 / 2 := by
    simp [bond, overlap_eq, planar120, c2]
    linear_combination hs / 4
  have b2 : bond planar120 2 = -1 / 2 := by simp [bond, overlap_eq, planar120, c2]
  have hl : loop planar120 = ((-1 / 8 : ℝ) : ℂ) := by
    rw [loop, b0, b1, b2]; push_cast; norm_num
  refine ⟨?_, fun z hz => (loop_regauge z _ hz).trans hl⟩
  have h := loop_im planar120
  rw [hl, Complex.ofReal_im] at h
  linarith

end

end ScalarSpinChirality
```

```lean
#print axioms ScalarSpinChirality.real_gauge_iff
#print axioms ScalarSpinChirality.hopping_real_of_coplanar
#print axioms ScalarSpinChirality.planar120_flux
```

```
'ScalarSpinChirality.real_gauge_iff' depends on axioms: [propext, Classical.choice, Quot.sound]
'ScalarSpinChirality.hopping_real_of_coplanar' depends on axioms: [propext, Classical.choice, Quot.sound]
'ScalarSpinChirality.planar120_flux' depends on axioms: [propext, Classical.choice, Quot.sound]
```

## From components to the loop identity

`loop_im` replaces the projector argument by components. Its auxiliary statement `hs` writes the spin vector in terms of the real and imaginary parts of the spinor, checking the three Pauli matrices one at a time with `fin_cases k`. After `cross_apply` has expanded the cross product, both sides are polynomials in twelve real variables, and `ring` confirms that they agree. The definition `spin` takes a real part, which loses nothing because the Pauli matrices are Hermitian.

`overlap_smul` gives the factor $\bar p q$ for one overlap, and `bond_regauge` applies it to the three bonds. In `loop_regauge`, the `calc` block collects the factors $\bar z_iz_i$ and sets each to 1.

## The cases in the gauge theorem

The first direction of `real_gauge_iff` computes the imaginary part of a product of three real overlaps, then uses `loop_regauge` and `loop_im`. For the converse, `phase` supplies $\alpha,\beta,\gamma$, and `real` records that a number equal to a real one has zero imaginary part.

The `by_cases` lines for `ha` and `hc` separate the three cases above, with the same vectors of phases. In the closed loop, `f0` and `f2` state that two overlaps have become their absolute values. The equation `hl` is gauge invariance, and taking its imaginary part with `congrArg Complex.im hl` leaves $|b_0||b_2|\operatorname{Im}b_1'=0$. The hypotheses `ha` and `hc`, which now say that $b_0$ and $b_2$ are nonzero, then allow cancellation.

In `hopping_real_of_coplanar`, `swap` says that reversing a bond changes the sign of the imaginary part. Applied to a diagonal entry, it shows that this part equals its own negative and so vanishes. The term `all` collects the nine index pairs, and `e` moves the phases from the matrix product into the spinors.

`planar120_flux` evaluates the three overlaps with $(\sqrt3)^2=3$. It obtains the zero chirality by reading `loop_im` backwards from the real value of the loop product, without computing the spin vectors.
